# With positive definite hardness, fixing two fragment charges costs energy unless the fragment chemical potentials agree

If each molecule of a pair is held neutral in a charge-equilibration model, the energy can lie above the one reached when charge may flow between them. The difference between the two minimum energies is the penalty for the constraint. For a quadratic energy with a symmetric positive definite hardness matrix, this penalty is never negative, and it is zero exactly when the two fragments have the same chemical potential at the constrained minimum.

In Lean 4 with Mathlib:

```lean
import Mathlib

open Matrix

namespace FragmentChargeConstraints

noncomputable section

variable {n κ : Type*} [Fintype n] [Fintype κ] [DecidableEq κ]

/-- The charge-equilibration energy `χ·q + ½ q·Aq` of atomic charges `q`, with
electronegativities `χ` and hardness matrix `A`. -/
def energy (A : Matrix n n ℝ) (χ q : n → ℝ) : ℝ :=
  χ ⬝ᵥ q + (1 / 2 : ℝ) * (q ⬝ᵥ A *ᵥ q)

/-- The atomic chemical potentials `χ + Aq`. -/
def potential (A : Matrix n n ℝ) (χ q : n → ℝ) : n → ℝ :=
  fun i => χ i + (A *ᵥ q) i

/-- The charge of each fragment, where `f i` is the fragment to which atom `i` belongs. -/
def fragCharge (f : n → κ) (q : n → ℝ) : κ → ℝ :=
  fun k => ∑ i with f i = k, q i

/-- The charges `q` minimise the energy among all charges with fragment charges `Q`. -/
def IsFragmentMin (A : Matrix n n ℝ) (χ : n → ℝ) (f : n → κ) (Q : κ → ℝ) (q : n → ℝ) : Prop :=
  fragCharge f q = Q ∧ ∀ r, fragCharge f r = Q → energy A χ q ≤ energy A χ r

/-- The charges `q` minimise the energy among all charges with total charge `T`. -/
def IsTotalMin (A : Matrix n n ℝ) (χ : n → ℝ) (T : ℝ) (q : n → ℝ) : Prop :=
  ∑ i, q i = T ∧ ∀ r : n → ℝ, ∑ i, r i = T → energy A χ q ≤ energy A χ r

/-- The numbers `μ` are Lagrange multipliers at `q`: every atom of fragment `k` has
chemical potential `μ k`. -/
def IsMultiplier (A : Matrix n n ℝ) (χ : n → ℝ) (f : n → κ) (q : n → ℝ) (μ : κ → ℝ) : Prop :=
  ∀ i, potential A χ q i = μ (f i)

/-- For a symmetric hardness matrix, the energy change under a charge displacement `d` is the
work of the chemical potentials plus a quadratic term. -/
theorem energy_add {A : Matrix n n ℝ} (hA : A.IsSymm) (χ q d : n → ℝ) :
    energy A χ (q + d) =
      energy A χ q + potential A χ q ⬝ᵥ d + (1 / 2 : ℝ) * (d ⬝ᵥ A *ᵥ d) := by
  have hsym : q ⬝ᵥ A *ᵥ d = d ⬝ᵥ A *ᵥ q := by
    rw [Matrix.dotProduct_mulVec, ← Matrix.mulVec_transpose, hA.eq, dotProduct_comm]
  have hpot : potential A χ q = χ + A *ᵥ q := rfl
  rw [hpot]
  simp only [energy, Matrix.mulVec_add, dotProduct_add, add_dotProduct]
  rw [hsym, dotProduct_comm (A *ᵥ q) d]
  ring

/-- A potential that is constant on each fragment couples only to the fragment charges. -/
theorem multiplier_dot (f : n → κ) (μ : κ → ℝ) (d : n → ℝ) :
    (fun i => μ (f i)) ⬝ᵥ d = μ ⬝ᵥ fragCharge f d := by
  simp only [dotProduct, fragCharge, Finset.sum_filter, Finset.mul_sum]
  rw [Finset.sum_comm]
  refine Finset.sum_congr rfl fun i _ => ?_
  simp

omit [Fintype κ] [DecidableEq κ] in
/-- If every fragment is nonempty, the Lagrange multipliers at given charges are unique. -/
theorem multiplier_unique {A : Matrix n n ℝ} {χ q : n → ℝ} {f : n → κ} {μ ν : κ → ℝ}
    (hf : Function.Surjective f) (hμ : IsMultiplier A χ f q μ) (hν : IsMultiplier A χ f q ν) :
    μ = ν := by
  funext k
  obtain ⟨i, rfl⟩ := hf k
  exact (hμ i).symm.trans (hν i)

/-- For positive definite `A` and nonempty fragments, any prescribed fragment charges are
realised by charges that possess Lagrange multipliers. -/
theorem exists_stationary {A : Matrix n n ℝ} (hA : A.PosDef) {f : n → κ}
    (hf : Function.Surjective f) (χ : n → ℝ) (Q : κ → ℝ) :
    ∃ q μ, fragCharge f q = Q ∧ IsMultiplier A χ f q μ := by
  -- the linear system for charges and multipliers together
  let L : ((n → ℝ) × (κ → ℝ)) →ₗ[ℝ] ((n → ℝ) × (κ → ℝ)) :=
    { toFun := fun x => (fun i => (A *ᵥ x.1) i - x.2 (f i), fragCharge f x.1)
      map_add' := by
        intro x y
        refine Prod.ext ?_ ?_
        · funext i
          simp [Matrix.mulVec_add]
          ring
        · funext k
          simp [fragCharge, Finset.sum_add_distrib]
      map_smul' := by
        intro c x
        refine Prod.ext ?_ ?_
        · funext i
          simp [Matrix.mulVec_smul]
          ring
        · funext k
          simp [fragCharge, Finset.mul_sum] }
  have hinj : Function.Injective L := by
    rw [injective_iff_map_eq_zero]
    rintro ⟨d, ν⟩ h
    have h1 : ∀ i, (A *ᵥ d) i = ν (f i) := fun i =>
      sub_eq_zero.mp (congrFun (congrArg Prod.fst h) i)
    have h2 : fragCharge f d = 0 := congrArg Prod.snd h
    -- `A *ᵥ d` is constant on each fragment and `d` has zero fragment charges, so `d ⬝ᵥ A *ᵥ d = 0`
    have hd : d = 0 := by
      by_contra hne
      have hpos := hA.dotProduct_mulVec_pos hne
      rw [star_trivial, dotProduct_comm, show A *ᵥ d = fun i => ν (f i) from funext h1,
        multiplier_dot, h2, dotProduct_zero] at hpos
      exact lt_irrefl _ hpos
    have hν : ν = 0 := by
      funext k
      obtain ⟨i, rfl⟩ := hf k
      rw [← h1 i, hd]
      simp
    rw [hd, hν]
    rfl
  obtain ⟨⟨q, μ⟩, h⟩ := LinearMap.injective_iff_surjective.mp hinj (-χ, Q)
  refine ⟨q, μ, congrArg Prod.snd h, fun i => ?_⟩
  have hi : (A *ᵥ q) i - μ (f i) = -χ i := congrFun (congrArg Prod.fst h) i
  change χ i + (A *ᵥ q) i = μ (f i)
  linarith

/-- For symmetric `A`, charges `q` with the same fragment charges as a point `p` that has
Lagrange multipliers differ from it in energy by `½ (q - p)·A(q - p)`. -/
theorem energy_gap {A : Matrix n n ℝ} (hA : A.IsSymm) {χ p q : n → ℝ} {f : n → κ} {μ : κ → ℝ}
    (hμ : IsMultiplier A χ f p μ) (hc : fragCharge f q = fragCharge f p) :
    energy A χ q = energy A χ p + (1 / 2 : ℝ) * ((q - p) ⬝ᵥ A *ᵥ (q - p)) := by
  have hz : fragCharge f (q - p) = 0 := by
    funext k
    have hk := congrFun hc k
    simp only [fragCharge] at hk ⊢
    simp [Finset.sum_sub_distrib, hk]
  have h0 : potential A χ p ⬝ᵥ (q - p) = 0 := by
    rw [show potential A χ p = fun i => μ (f i) from funext hμ, multiplier_dot, hz,
      dotProduct_zero]
  have h := energy_add hA χ p (q - p)
  rw [add_sub_cancel, h0, add_zero] at h
  exact h

/-- For positive definite `A` and nonempty fragments, charges minimise the energy at fixed
fragment charges exactly when they meet the constraints and have Lagrange multipliers. -/
theorem isFragmentMin_iff {A : Matrix n n ℝ} (hA : A.PosDef) {f : n → κ}
    (hf : Function.Surjective f) (χ : n → ℝ) (Q : κ → ℝ) (q : n → ℝ) :
    IsFragmentMin A χ f Q q ↔ fragCharge f q = Q ∧ ∃ μ, IsMultiplier A χ f q μ := by
  have hs : A.IsSymm :=
    (Matrix.conjTranspose_eq_transpose_of_trivial A).symm.trans hA.isHermitian.eq
  have hpos : ∀ x : n → ℝ, x ≠ 0 → 0 < x ⬝ᵥ A *ᵥ x := fun x hx => by
    have h := hA.dotProduct_mulVec_pos hx
    rwa [star_trivial] at h
  constructor
  · rintro ⟨hc, hmin⟩
    obtain ⟨p, μ, hp, hμ⟩ := exists_stationary hA hf χ Q
    -- the minimiser cannot lie above the stationary point, so it is that point
    have hqp : q = p := by
      by_contra hne
      have h1 := hpos _ (sub_ne_zero.mpr hne)
      have h2 := energy_gap hs hμ (hc.trans hp.symm)
      have h3 := hmin p hp
      linarith
    exact ⟨hc, μ, hqp ▸ hμ⟩
  · rintro ⟨hc, μ, hμ⟩
    refine ⟨hc, fun r hr => ?_⟩
    by_cases hrq : r = q
    · rw [hrq]
    · have h1 := hpos _ (sub_ne_zero.mpr hrq)
      have h2 := energy_gap hs hμ (hr.trans hc.symm)
      linarith

/-- Electronegativity equalisation: for positive definite `A` and at least one atom, charges
minimise the energy at fixed total charge exactly when they have that total and all atoms
share one chemical potential. -/
theorem isTotalMin_iff [Nonempty n] {A : Matrix n n ℝ} (hA : A.PosDef) (χ : n → ℝ) (T : ℝ)
    (q : n → ℝ) :
    IsTotalMin A χ T q ↔ ∑ i, q i = T ∧ ∃ c, ∀ i, potential A χ q i = c := by
  -- the whole system is a single fragment
  have hT : ∀ r : n → ℝ, (fragCharge (fun _ : n => ()) r = fun _ => T) ↔ ∑ i, r i = T :=
    fun r => by simp [fragCharge, funext_iff]
  have h := isFragmentMin_iff hA (f := fun _ : n => ())
    (fun _ => ⟨Classical.arbitrary n, rfl⟩) χ (fun _ => T) q
  constructor
  · rintro ⟨hc, hm⟩
    obtain ⟨_, μ, hμ⟩ := h.mp ⟨(hT q).mpr hc, fun r hr => hm r ((hT r).mp hr)⟩
    exact ⟨hc, μ (), hμ⟩
  · rintro ⟨hc, c, h'⟩
    have g := h.mpr ⟨(hT q).mpr hc, fun _ => c, h'⟩
    exact ⟨hc, fun r hr => g.2 r ((hT r).mpr hr)⟩

/-- For positive definite `A` and one or more nonempty fragments, fixing every fragment charge gives
a minimum energy at least that with only their sum fixed, with equality exactly when all fragment
chemical potentials coincide. -/
theorem fragment_energy_ge [Nonempty n] {A : Matrix n n ℝ} (hA : A.PosDef) {f : n → κ}
    (hf : Function.Surjective f) {χ p q : n → ℝ} {Q : κ → ℝ}
    (hq : IsFragmentMin A χ f Q q) (hp : IsTotalMin A χ (∑ k, Q k) p) :
    energy A χ p ≤ energy A χ q ∧ ∃ μ, IsMultiplier A χ f q μ ∧
      (energy A χ p = energy A χ q ↔ ∃ c, ∀ k, μ k = c) := by
  obtain ⟨hc, μ, hμ⟩ := (isFragmentMin_iff hA hf χ Q q).mp hq
  have hT : ∑ i, q i = ∑ k, Q k := by
    have h := multiplier_dot f (fun _ => 1) q
    rw [hc] at h
    simpa [dotProduct] using h
  refine ⟨hp.2 q hT, μ, hμ, ?_, ?_⟩
  · -- equal energies make `q` a minimiser for the total constraint too
    intro h
    obtain ⟨_, c, hc'⟩ := (isTotalMin_iff hA χ _ q).mp
      ⟨hT, fun r hr => le_trans h.ge (hp.2 r hr)⟩
    refine ⟨c, fun k => ?_⟩
    obtain ⟨i, rfl⟩ := hf k
    exact (hμ i).symm.trans (hc' i)
  · rintro ⟨c, hc'⟩
    have g := (isTotalMin_iff hA χ _ q).mpr ⟨hT, c, fun i => (hμ i).trans (hc' _)⟩
    exact le_antisymm (hp.2 q hT) (g.2 p hp.1)

/-- For positive definite `A` and two nonempty fragments, fixing both charges gives a minimum
energy at least that with only their sum fixed, with equality exactly when the two fragment
chemical potentials coincide. -/
theorem two_fragment_energy_ge {A : Matrix n n ℝ} (hA : A.PosDef) {f : n → Fin 2}
    (hf : Function.Surjective f) {χ p q : n → ℝ} {Q : Fin 2 → ℝ}
    (hq : IsFragmentMin A χ f Q q) (hp : IsTotalMin A χ (Q 0 + Q 1) p) :
    energy A χ p ≤ energy A χ q ∧ ∃ μ, IsMultiplier A χ f q μ ∧
      (energy A χ p = energy A χ q ↔ μ 0 = μ 1) := by
  have : Nonempty n := ⟨(hf 0).choose⟩
  rw [← Fin.sum_univ_two] at hp
  obtain ⟨hle, μ, hμ, heq⟩ := fragment_energy_ge hA hf hq hp
  refine ⟨hle, μ, hμ, heq.trans ⟨?_, ?_⟩⟩
  · rintro ⟨c, hc⟩
    exact (hc 0).trans (hc 1).symm
  · intro h
    exact ⟨μ 0, Fin.forall_fin_two.mpr ⟨rfl, h.symm⟩⟩

end

end FragmentChargeConstraints
```

```lean
#print axioms FragmentChargeConstraints.multiplier_unique
#print axioms FragmentChargeConstraints.two_fragment_energy_ge
```

```
'FragmentChargeConstraints.multiplier_unique' depends on axioms: [propext, Classical.choice, Quot.sound]
'FragmentChargeConstraints.two_fragment_energy_ge' depends on axioms: [propext, Classical.choice, Quot.sound]
```

## Two minimisations of one energy

Atom $i$ carries a charge $q_i$ and an electronegativity $\chi_i$, and the matrix $A$ holds the atomic hardnesses on its diagonal and the Coulomb couplings between atoms off it. At fixed geometry the energy is

$$E(q)=\chi\cdot q+\tfrac12\,q\cdot Aq .$$

This is `energy`. Its derivative with respect to $q_i$ is $g_i(q)=\chi_i+(Aq)_i$, called `potential`. It is a derivative with respect to charge, so its sign is opposite to that of the usual electronic chemical potential, which is a derivative with respect to electron number.

The function `f` gives the fragment $f(i)$ of each atom, and `fragCharge` gives the fragment charges $Q_k=\sum_{f(i)=k}q_i$. `Function.Surjective f` says that every fragment contains an atom.

In `two_fragment_energy_ge` the fragments are labelled 0 and 1. The charges $q$ minimise $E$ with $Q_0$ and $Q_1$ both prescribed (`IsFragmentMin`), while $p$ minimises it with only $Q_0+Q_1$ prescribed (`IsTotalMin`). Both definitions ask for a true minimum among all admissible charges, not merely for a stationary point. The conclusion is $E(p)\le E(q)$, together with numbers $\mu_0,\mu_1$ such that $g_i(q)=\mu_{f(i)}$ on every atom and

$$E(p)=E(q)\iff\mu_0=\mu_1 .$$

The existence of these multipliers is proved, and `multiplier_unique` shows that there is only one such pair. The theorem `fragment_energy_ge` says the same for one or more fragments, finite in number, with equality exactly when all the multipliers coincide.

The hypothesis `A.PosDef` includes symmetry. Physically it says that every redistribution of charge, and every addition of it, has a positive second-order cost, so the model has no runaway polarisation. Whether a real pair of molecules is described by such a quadratic energy, with $A$ positive definite at the geometry in question, is the step that the hypotheses leave to the parametrisation.

## Minimisers are the points with multipliers

Displace the charges by $d$. Symmetry gives $q\cdot Ad=d\cdot Aq$, so the expansion is exact:

$$E(q+d)=E(q)+g(q)\cdot d+\tfrac12\,d\cdot Ad .$$

This is `energy_add`; `hsym` supplies the symmetry step and `ring` collects the terms.

Suppose that the potential is constant on each fragment, $g_i=\mu_{f(i)}$, and let $D_k$ be the fragment charges of $d$. Grouping the atoms by fragment gives

$$\sum_i\mu_{f(i)}d_i=\sum_k\mu_kD_k ,$$

which `multiplier_dot` proves by exchanging two sums. A displacement that leaves every fragment charge unchanged therefore has no first-order energy. If $p$ has multipliers and $q$ has the same fragment charges, then

$$E(q)=E(p)+\tfrac12\,(q-p)\cdot A(q-p),$$

which is `energy_gap`. Since $A$ is positive definite, $p$ is the unique minimiser for its fragment charges.

The converse needs a point with multipliers for every prescribed $Q$. The equations are

$$(Aq)_i-\mu_{f(i)}=-\chi_i,\qquad \sum_{f(i)=k}q_i=Q_k ,$$

with as many unknowns as equations. Consider a solution $(d,\nu)$ of the homogeneous system. It has $(Ad)_i=\nu_{f(i)}$ and $D_k=0$, hence

$$d\cdot Ad=\sum_k\nu_kD_k=0 ,$$

and positive definiteness forces $d=0$. Then $\nu_{f(i)}=0$ for every atom, and since each fragment has an atom, $\nu=0$. The system is injective and therefore solvable for every right-hand side. In `exists_stationary` the linear map is `L`, its injectivity is `hinj`, and the solution is taken at `(-χ, Q)`.

Now let $q$ be any minimiser at fixed $Q$, and let $p$ be the point just constructed. If $q\ne p$, the gap formula puts $q$ strictly above $p$, contradicting minimality. So $q=p$, and $q$ has multipliers. Both directions together form `isFragmentMin_iff`.

If all atoms are given one label, the only constraint is the total charge and the only multiplier is a common potential. This is electronegativity equalisation, `isTotalMin_iff`.

## When the constraint costs nothing

Let $q$ and $p$ again be the two minimisers of `two_fragment_energy_ge`, $q$ with both fragment charges prescribed and $p$ with only their sum prescribed. The charges $q$ have total $Q_0+Q_1$, so they are admissible in the minimisation that defines $p$. Hence $E(p)\le E(q)$. In the code the total is `hT`, obtained from `multiplier_dot` with every multiplier set to 1.

If the energies are equal, $q$ is itself a minimiser at fixed total charge. All its atomic potentials then equal one number $c$. Each fragment has an atom, so $\mu_0=\mu_1=c$.

If instead $\mu_0=\mu_1$, every atom has the same potential at $q$. By electronegativity equalisation $q$ minimises the energy at fixed total, so $E(q)\le E(p)$, and the energies are equal. The general theorem does this for all fragments at once; the last theorem translates "all multipliers equal some $c$" into `μ 0 = μ 1`.

## Three atoms in two fragments

Let atoms $a$ and $b$ form fragment 0 and atom $c$ form fragment 1. In arbitrary consistent units take $\chi=(0,2,4)$ and

$$A=\begin{pmatrix}3&1&1\\1&3&1\\1&1&3\end{pmatrix}.$$

Its eigenvalues are 2, 2 and 5, so it is positive definite. When the total charge is zero, $Aq=2q$.

Hold both fragments neutral. Then $q=(t,-t,0)$ and $E=-2t+2t^2$, with its minimum at $t=\tfrac12$:

$$q=(\tfrac12,-\tfrac12,0),\qquad E(q)=-\tfrac12,\qquad g(q)=(1,1,4).$$

The potentials agree within fragment 0, and the multipliers are $\mu_0=1$ and $\mu_1=4$.

Fix only the total at zero. A common potential $\lambda$ requires $\chi_i+2p_i=\lambda$, and summing over the atoms gives $\lambda=2$. Thus

$$p=(1,0,-1),\qquad E(p)=-4+2=-2 .$$

The penalty is $\tfrac32$. It agrees with the gap formula: $q-p=(-\tfrac12,-\tfrac12,1)$ has total charge zero, so $\tfrac12(q-p)\cdot A(q-p)=\tfrac14+\tfrac14+1=\tfrac32$.

Had the fragment charges been prescribed as $Q_0=1$ and $Q_1=-1$, the constrained minimiser would have been $p$ itself, with $\mu_0=\mu_1=2$ and no penalty.

## The multipliers in a fluctuating-charge simulation

In a simulation of a molecular liquid with fluctuating charges, each molecule can be kept neutral by taking it as a fragment with $Q_k=0$. Let $C$ be the matrix with $C_{ik}=1$ if atom $i$ belongs to molecule $k$ and $0$ otherwise. At each geometry the charges and multipliers follow from

$$\begin{pmatrix}A&-C\\ C^{\mathsf T}&0\end{pmatrix}\begin{pmatrix}q\\ \mu\end{pmatrix}=\begin{pmatrix}-\chi\\ Q\end{pmatrix}.$$

Allowing charge to flow between molecules replaces $C$ by a single column of ones and $Q$ by its sum. The same structure occurs in machine-learned potentials that predict $\chi$ and then equilibrate the charges. For these quadratic models at fixed geometry, with $A$ positive definite, the multipliers from the constrained solve already show whether releasing the fragment charges would lower the energy.

They also give the direction of flow. Moving a small positive charge $\delta$ from fragment 0 to fragment 1 changes the energy by $(\mu_1-\mu_0)\delta$ to first order. In the three-atom example this is $3\delta$, so the energy falls when positive charge moves the other way, and in $p$ fragment 0 indeed carries charge $+1$.
